# Additivity of the ground energy and the Lieb functional for two non-interacting Hermitian lattice fragments

**A:** Let two fragments on nonzero finite-dimensional spaces have Hermitian Hamiltonians $H_A(v_A)$ and $H_B(v_B)$, where $v_A$ and $v_B$ are real site potentials. Then $H_A\otimes 1+1\otimes H_B$ has ground energy $E_A(v_A)+E_B(v_B)$. With $F(\rho)=\sup_v[E(v)-v\cdot\rho]$, the composite functional at the joined density $(\rho_A,\rho_B)$ is $F_A(\rho_A)+F_B(\rho_B)$, even when a term is $+\infty$.

In Lean 4 with Mathlib:

```lean
import Mathlib

open Matrix
open scoped Kronecker ComplexOrder

namespace LatticeDFTSizeConsistency

noncomputable section

variable {a b n LA LB L : Type*} [Fintype a] [Fintype b] [Fintype n]
  [DecidableEq a] [DecidableEq b] [DecidableEq n] [Fintype LA] [Fintype LB] [Fintype L]
```

**Q:** What is an "energy" in the code? I see only matrices.

**A:** It is a real $E$ with $H\psi=E\psi$ for some $\psi\neq0$, which need not be normalised. The index type `n` labels a basis, and the ground energy is the infimum of the levels.

```lean
/-- The energy levels of `H`: real numbers `E` with a nonzero solution of `H ψ = E ψ`. -/
def energyLevels (H : Matrix n n ℂ) : Set ℝ :=
  {E | ∃ ψ : n → ℂ, ψ ≠ 0 ∧ H *ᵥ ψ = (E : ℂ) • ψ}

/-- The ground energy: the infimum of the energy levels. -/
def groundEnergy (H : Matrix n n ℂ) : ℝ := sInf (energyLevels H)
```

**Q:** And the composite has no coupling at all?

**A:** None between the fragments; interactions inside each are unrestricted.

```lean
/-- The Hamiltonian `H_A ⊗ 1 + 1 ⊗ H_B` of two fragments that do not interact. -/
def kroneckerSum (HA : Matrix a a ℂ) (HB : Matrix b b ℂ) : Matrix (a × b) (a × b) ℂ :=
  HA ⊗ₖ (1 : Matrix b b ℂ) + (1 : Matrix a a ℂ) ⊗ₖ HB
```

**Q:** Is `liebFunctional` the functional I know from density functional theory?

**A:** For $H(v)=H_0+\sum_i v_i n_i$, with $n_i$ the occupation operator of site $i$, it is the Legendre-transform form of that functional, with the sign convention that the potential energy is $+v\cdot\rho$. The definition itself accepts any $H(v)$. The density is any real vector on the sites. For one particle on one site with $H(v)=v$, the choice $\rho=2$ gives $\sup_v(-v)=+\infty$, which is why the values are in `EReal`.

```lean
/-- The ground energy in the potential `v` minus the potential energy `v · ρ`. -/
def tiltedEnergy (H : (L → ℝ) → Matrix n n ℂ) (ρ v : L → ℝ) : ℝ :=
  groundEnergy (H v) - ∑ i, v i * ρ i

/-- The Lieb functional `F(ρ) = sup_v (E(v) - v · ρ)`, with values in the extended reals. -/
def liebFunctional (H : (L → ℝ) → Matrix n n ℂ) (ρ : L → ℝ) : EReal :=
  ⨆ v : L → ℝ, (tiltedEnergy H ρ v : EReal)
```

**Q:** How are the two potentials combined?

**A:** The composite's sites form the disjoint union `LA ⊕ LB`, and each fragment sees only its own part of $v$. `composite` accepts any dependence on the potential; `latticeHamiltonian` is the usual linear coupling $H_0+\sum_i v_i n_i$.

```lean
/-- Two separate fragments, each in the part of the potential on its own sites. -/
def composite (HA : (LA → ℝ) → Matrix a a ℂ) (HB : (LB → ℝ) → Matrix b b ℂ)
    (v : LA ⊕ LB → ℝ) : Matrix (a × b) (a × b) ℂ :=
  kroneckerSum (HA fun i => v (Sum.inl i)) (HB fun j => v (Sum.inr j))

/-- The lattice Hamiltonian `H₀ + ∑ vᵢ nᵢ` with site operators `nᵢ`. -/
def latticeHamiltonian (H0 : Matrix n n ℂ) (N : L → Matrix n n ℂ) (v : L → ℝ) :
    Matrix n n ℂ :=
  H0 + ∑ i, (v i : ℂ) • N i
```

**Q:** An infimum need not be attained. Is there really a ground state?

**A:** Yes. The spectral theorem supplies at least one level on a nonzero space. Every level is a root of the characteristic polynomial, so there are finitely many, and the smallest is attained.

```lean
/-- Each eigenvalue in the spectral decomposition of a Hermitian matrix is an energy level. -/
theorem eigenvalue_mem_energyLevels {H : Matrix n n ℂ} (hH : H.IsHermitian) (j : n) :
    hH.eigenvalues j ∈ energyLevels H := by
  refine ⟨(hH.eigenvectorBasis j).ofLp, fun h => ?_, ?_⟩
  · exact hH.eigenvectorBasis.orthonormal.ne_zero j (WithLp.ofLp_injective 2 h)
  · rw [hH.mulVec_eigenvectorBasis j]
    ext i
    simp

/-- On a nonzero space the ground energy of a Hermitian Hamiltonian is its lowest level. -/
theorem groundEnergy_isLeast [Nonempty n] {H : Matrix n n ℂ} (hH : H.IsHermitian) :
    IsLeast (energyLevels H) (groundEnergy H) := by
  -- levels are roots of the characteristic polynomial, hence finite in number
  have hfin : (energyLevels H).Finite := by
    have hr : {z : ℂ | H.charpoly.IsRoot z}.Finite :=
      Polynomial.finite_setOfPred_isRoot H.charpoly_monic.ne_zero
    refine (hr.preimage Complex.ofReal_injective.injOn).subset ?_
    rintro E ⟨ψ, hψ, hE⟩
    show H.charpoly.eval (E : ℂ) = 0
    rw [Matrix.eval_charpoly, ← Matrix.exists_mulVec_eq_zero_iff]
    refine ⟨ψ, hψ, ?_⟩
    rw [Matrix.sub_mulVec, hE]
    ext i
    simp [Matrix.scalar_apply]
  have hne : (energyLevels H).Nonempty :=
    ⟨_, eigenvalue_mem_energyLevels hH (Classical.arbitrary n)⟩
  exact ⟨hne.csInf_mem hfin, fun E hE => csInf_le hfin.bddBelow hE⟩
```

**Q:** Why can't the composite find a state below $E_A+E_B$, perhaps an entangled one?

**A:** Start with one fragment. An eigenvalue $\lambda$ of $H-E_0$, with $E_0$ the ground energy, makes $\lambda+E_0$ a level of $H$, so $\lambda\ge0$ and $H-E_0$ is positive semidefinite.

```lean
/-- A Hermitian Hamiltonian measured from its ground energy is positive semidefinite. -/
theorem sub_groundEnergy_posSemidef [Nonempty n] {H : Matrix n n ℂ} (hH : H.IsHermitian) :
    (H - (groundEnergy H : ℂ) • (1 : Matrix n n ℂ)).PosSemidef := by
  have hK : (H - (groundEnergy H : ℂ) • (1 : Matrix n n ℂ)).IsHermitian :=
    hH.sub (by simp [Matrix.IsHermitian, Matrix.conjTranspose_smul])
  rw [hK.posSemidef_iff_eigenvalues_nonneg]
  intro j
  obtain ⟨ψ, hψ, h⟩ := eigenvalue_mem_energyLevels hK j
  -- shifting back gives a level of `H`, which cannot lie below the ground energy
  have hmem : hK.eigenvalues j + groundEnergy H ∈ energyLevels H := by
    refine ⟨ψ, hψ, ?_⟩
    rw [Matrix.sub_mulVec, Matrix.smul_mulVec, Matrix.one_mulVec, sub_eq_iff_eq_add] at h
    rw [h, Complex.ofReal_add, add_smul]
  have hle := (groundEnergy_isLeast hH).2 hmem
  show (0 : ℝ) ≤ hK.eigenvalues j
  linarith
```

Conversely, suppose $H-c$ is positive semidefinite and $H\psi=E\psi$. Then
$$E-c=\frac{\langle\psi|(H-c)|\psi\rangle}{\langle\psi|\psi\rangle}\ge0.$$
The code keeps the positive norm as a factor instead of dividing by it.

```lean
/-- If `H - c` is positive semidefinite, no energy level of `H` lies below `c`. -/
theorem le_level_of_posSemidef {H : Matrix n n ℂ} {c E : ℝ}
    (hP : (H - (c : ℂ) • (1 : Matrix n n ℂ)).PosSemidef) (hE : E ∈ energyLevels H) :
    c ≤ E := by
  obtain ⟨ψ, hψ, h⟩ := hE
  obtain ⟨i, hi⟩ := Function.ne_iff.1 hψ
  have hs : 0 < ∑ i, Complex.normSq (ψ i) :=
    Finset.sum_pos' (fun i _ => Complex.normSq_nonneg _)
      ⟨i, Finset.mem_univ i, Complex.normSq_pos.2 hi⟩
  have hn : star ψ ⬝ᵥ ψ = ((∑ i, Complex.normSq (ψ i) : ℝ) : ℂ) := by
    simp [dotProduct, Complex.normSq_eq_conj_mul_self]
  have h0 := hP.dotProduct_mulVec_nonneg ψ
  rw [Matrix.sub_mulVec, Matrix.smul_mulVec, Matrix.one_mulVec, h, ← sub_smul,
    dotProduct_smul, hn, smul_eq_mul, ← Complex.ofReal_sub, ← Complex.ofReal_mul] at h0
  have h1 := Complex.zero_le_real.1 h0
  by_contra hlt
  nlinarith [mul_pos (sub_pos.2 (not_le.1 hlt)) hs]
```

The sum is reached by a product state: if $H_A\varphi=E_A\varphi$ and $H_B\chi=E_B\chi$, then
$$(H_A\otimes1+1\otimes H_B)(\varphi\otimes\chi)=(E_A+E_B)\,\varphi\otimes\chi .$$

```lean
/-- Energy levels of two separate fragments add up to a level of the composite. -/
theorem add_mem_energyLevels {HA : Matrix a a ℂ} {HB : Matrix b b ℂ} {EA EB : ℝ}
    (hA : EA ∈ energyLevels HA) (hB : EB ∈ energyLevels HB) :
    EA + EB ∈ energyLevels (kroneckerSum HA HB) := by
  obtain ⟨φ, hφ, hA⟩ := hA
  obtain ⟨χ, hχ, hB⟩ := hB
  obtain ⟨i, hi⟩ := Function.ne_iff.1 hφ
  obtain ⟨j, hj⟩ := Function.ne_iff.1 hχ
  -- a product operator acts factor by factor on a product state
  have hprod : ∀ (X : Matrix a a ℂ) (Y : Matrix b b ℂ),
      (X ⊗ₖ Y) *ᵥ (fun p : a × b => φ p.1 * χ p.2)
        = fun p => (X *ᵥ φ) p.1 * (Y *ᵥ χ) p.2 := by
    intro X Y
    ext ⟨k, l⟩
    simp only [Matrix.mulVec, dotProduct, Matrix.kroneckerMap_apply,
      Fintype.sum_prod_type, Finset.sum_mul_sum]
    exact Finset.sum_congr rfl fun _ _ => Finset.sum_congr rfl fun _ _ => by ring
  refine ⟨fun p => φ p.1 * χ p.2, fun h => mul_ne_zero hi hj (congrFun h (i, j)), ?_⟩
  rw [kroneckerSum, Matrix.add_mulVec, hprod, hprod, hA, hB, Matrix.one_mulVec,
    Matrix.one_mulVec]
  ext p
  simp only [Pi.add_apply, Pi.smul_apply, smul_eq_mul, Complex.ofReal_add]
  ring
```

For every other state, entangled or not, use
$$H_A\otimes1+1\otimes H_B-(E_A+E_B)=(H_A-E_A)\otimes1+1\otimes(H_B-E_B).$$
Both terms on the right are Kronecker products of positive semidefinite matrices, so no level lies below $E_A+E_B$. In the proof, `hsum` is this identity and `hleast` joins the two bounds.

```lean
/-- Size consistency of the energy: for Hermitian `H_A` and `H_B` on nonzero spaces, the ground
energy of `H_A ⊗ 1 + 1 ⊗ H_B` is the sum of the fragment ground energies. -/
theorem groundEnergy_kroneckerSum [Nonempty a] [Nonempty b] {HA : Matrix a a ℂ}
    {HB : Matrix b b ℂ} (hA : HA.IsHermitian) (hB : HB.IsHermitian) :
    groundEnergy (kroneckerSum HA HB) = groundEnergy HA + groundEnergy HB := by
  have hP : (kroneckerSum HA HB - ((groundEnergy HA + groundEnergy HB : ℝ) : ℂ) •
      (1 : Matrix (a × b) (a × b) ℂ)).PosSemidef := by
    have h1 : (1 : Matrix (a × b) (a × b) ℂ) = (1 : Matrix a a ℂ) ⊗ₖ (1 : Matrix b b ℂ) :=
      Matrix.one_kronecker_one.symm
    -- subtracting the summed energy shifts each fragment by its own ground energy
    have hsum : kroneckerSum HA HB - ((groundEnergy HA + groundEnergy HB : ℝ) : ℂ) •
        (1 : Matrix (a × b) (a × b) ℂ)
        = (HA - (groundEnergy HA : ℂ) • (1 : Matrix a a ℂ)) ⊗ₖ (1 : Matrix b b ℂ)
          + (1 : Matrix a a ℂ) ⊗ₖ (HB - (groundEnergy HB : ℂ) • (1 : Matrix b b ℂ)) := by
      rw [h1]
      ext ⟨i, j⟩ ⟨k, l⟩
      simp only [kroneckerSum, Matrix.sub_apply, Matrix.add_apply, Matrix.smul_apply,
        Matrix.kroneckerMap_apply, smul_eq_mul, Complex.ofReal_add]
      ring
    rw [hsum]
    exact ((sub_groundEnergy_posSemidef hA).kronecker Matrix.PosSemidef.one).add
      (Matrix.PosSemidef.one.kronecker (sub_groundEnergy_posSemidef hB))
  have hleast : IsLeast (energyLevels (kroneckerSum HA HB))
      (groundEnergy HA + groundEnergy HB) :=
    ⟨add_mem_energyLevels (groundEnergy_isLeast hA).1 (groundEnergy_isLeast hB).1,
      fun _ hE => le_level_of_posSemidef hP hE⟩
  exact hleast.csInf_eq
```

**Q:** Does Hermiticity matter, if only real levels are counted?

**A:** It does. Take $H_A=\mathrm{diag}(0,-1+i)$ and $H_B=\mathrm{diag}(0,-1-i)$. Each has the single real level $0$, but the composite has the level $-2$, because the imaginary parts cancel.

**Q:** Now the functional. How do you split a supremum that may be infinite?

**A:** Write $G(v)=E(v)-v\cdot\rho$. Energy and potential term both split, so $G_{AB}(v_A,v_B)=G_A(v_A)+G_B(v_B)$; this is `hsplit`. Each term is at most its own supremum, hence $F_{AB}\le F_A+F_B$.

The reverse turns on `EReal.add_le_of_forall_lt`: to prove $s+t\le u$, it is enough that $x+y\le u$ for all $x<s$ and $y<t$. Given $x<F_A$ and $y<F_B$, choose $v_A$ and $v_B$ with $G_A(v_A)>x$ and $G_B(v_B)>y$. Then $x+y\le G_{AB}(v_A,v_B)\le F_{AB}$. The usual "within $\varepsilon$ of the supremum" would need a separate case for $+\infty$; this lemma does not.

```lean
/-- Size consistency of the Lieb functional: for two separate fragments with Hermitian Hamiltonians
on nonzero spaces, at the joined density `(ρ_A, ρ_B)` it equals `F_A(ρ_A) + F_B(ρ_B)` in the
extended reals. -/
theorem liebFunctional_composite [Nonempty a] [Nonempty b]
    {HA : (LA → ℝ) → Matrix a a ℂ} {HB : (LB → ℝ) → Matrix b b ℂ}
    (hA : ∀ v, (HA v).IsHermitian) (hB : ∀ v, (HB v).IsHermitian)
    (ρA : LA → ℝ) (ρB : LB → ℝ) :
    liebFunctional (composite HA HB) (Sum.elim ρA ρB)
      = liebFunctional HA ρA + liebFunctional HB ρB := by
  have hsplit : ∀ v : LA ⊕ LB → ℝ,
      (tiltedEnergy (composite HA HB) (Sum.elim ρA ρB) v : EReal)
        = (tiltedEnergy HA ρA (fun i => v (Sum.inl i)) : EReal)
          + (tiltedEnergy HB ρB (fun j => v (Sum.inr j)) : EReal) := by
    intro v
    rw [← EReal.coe_add]
    congr 1
    simp only [tiltedEnergy, composite, groundEnergy_kroneckerSum (hA _) (hB _),
      Fintype.sum_sum_type, Sum.elim_inl, Sum.elim_inr]
    ring
  apply le_antisymm
  · refine iSup_le fun v => ?_
    rw [hsplit v]
    exact add_le_add (le_iSup (fun w => (tiltedEnergy HA ρA w : EReal)) _)
      (le_iSup (fun w => (tiltedEnergy HB ρB w : EReal)) _)
  · -- nearly optimal fragment potentials are joined into one potential
    refine EReal.add_le_of_forall_lt fun x hx y hy => ?_
    obtain ⟨vA, hvA⟩ := lt_iSup_iff.1 hx
    obtain ⟨vB, hvB⟩ := lt_iSup_iff.1 hy
    refine (add_le_add hvA.le hvB.le).trans ?_
    exact (hsplit (Sum.elim vA vB)).ge.trans
      (le_iSup (fun w => (tiltedEnergy (composite HA HB) (Sum.elim ρA ρB) w : EReal)) _)
```

**Q:** Could $+\infty$ meet $-\infty$ in that sum?

**A:** No. The potential $v=0$ already gives a real lower bound on each functional. The composite is therefore finite exactly when both fragments are.

```lean
/-- For Hermitian fragment Hamiltonians on nonzero spaces, the composite Lieb functional at the
joined density avoids `+∞` exactly when both fragment functionals do at their own densities. -/
theorem liebFunctional_composite_ne_top_iff [Nonempty a] [Nonempty b]
    {HA : (LA → ℝ) → Matrix a a ℂ} {HB : (LB → ℝ) → Matrix b b ℂ}
    (hA : ∀ v, (HA v).IsHermitian) (hB : ∀ v, (HB v).IsHermitian)
    (ρA : LA → ℝ) (ρB : LB → ℝ) :
    liebFunctional (composite HA HB) (Sum.elim ρA ρB) ≠ ⊤
      ↔ liebFunctional HA ρA ≠ ⊤ ∧ liebFunctional HB ρB ≠ ⊤ := by
  rw [liebFunctional_composite hA hB]
  exact EReal.add_ne_top_iff_ne_top₂
    ((EReal.bot_lt_coe _).trans_le (le_iSup (fun w => (tiltedEnergy HA ρA w : EReal)) 0)).ne'
    ((EReal.bot_lt_coe _).trans_le (le_iSup (fun w => (tiltedEnergy HB ρB w : EReal)) 0)).ne'
```

**Q:** What does this give me for actual lattice models, and where does it stop?

**A:** With Hermitian $H_0$ and $n_i$, the composite is again a lattice Hamiltonian, with site operators $n_i\otimes1$ and $1\otimes n_j$. The last proof checks this entry by entry and applies the additivity theorem. For finite lattices with uncoupled fragments, the identity is a size-consistency test for approximations to $F$ on these fragment spaces and their product.

If your fragment spaces have fixed electron numbers, the product space keeps both numbers fixed, so electron transfer between fragments is not covered.

```lean
/-- For lattice Hamiltonians `H₀ + ∑ vᵢ nᵢ` with Hermitian `H₀` and `nᵢ` on nonzero spaces, the Lieb
functional built from `A₀ ⊗ 1 + 1 ⊗ B₀` and the site operators `nᵢ ⊗ 1`, `1 ⊗ nⱼ` is the sum of the
fragment functionals. -/
theorem liebFunctional_lattice [Nonempty a] [Nonempty b]
    {A0 : Matrix a a ℂ} {B0 : Matrix b b ℂ} {NA : LA → Matrix a a ℂ} {NB : LB → Matrix b b ℂ}
    (hA0 : A0.IsHermitian) (hB0 : B0.IsHermitian)
    (hNA : ∀ i, (NA i).IsHermitian) (hNB : ∀ j, (NB j).IsHermitian)
    (ρA : LA → ℝ) (ρB : LB → ℝ) :
    liebFunctional (latticeHamiltonian (kroneckerSum A0 B0)
        (Sum.elim (fun i => NA i ⊗ₖ (1 : Matrix b b ℂ)) (fun j => (1 : Matrix a a ℂ) ⊗ₖ NB j)))
        (Sum.elim ρA ρB)
      = liebFunctional (latticeHamiltonian A0 NA) ρA
        + liebFunctional (latticeHamiltonian B0 NB) ρB := by
  rw [← liebFunctional_composite
    (fun v => by
      simp [Matrix.IsHermitian, latticeHamiltonian, Matrix.conjTranspose_sum,
        Matrix.conjTranspose_smul, hA0.eq, fun i => (hNA i).eq])
    (fun v => by
      simp [Matrix.IsHermitian, latticeHamiltonian, Matrix.conjTranspose_sum,
        Matrix.conjTranspose_smul, hB0.eq, fun i => (hNB i).eq])]
  congr 1
  -- the potential terms sort themselves by fragment
  funext v
  ext ⟨i, j⟩ ⟨k, l⟩
  simp only [latticeHamiltonian, composite, kroneckerSum, Fintype.sum_sum_type, Sum.elim_inl,
    Sum.elim_inr, Matrix.add_apply, Matrix.sum_apply, Matrix.smul_apply,
    Matrix.kroneckerMap_apply, smul_eq_mul, add_mul, mul_add, Finset.sum_mul,
    Finset.mul_sum, mul_assoc, mul_left_comm]
  ring

end

end LatticeDFTSizeConsistency
```

```lean
#print axioms LatticeDFTSizeConsistency.liebFunctional_composite_ne_top_iff
#print axioms LatticeDFTSizeConsistency.liebFunctional_lattice
```

```
'LatticeDFTSizeConsistency.liebFunctional_composite_ne_top_iff' depends on axioms: [propext, Classical.choice, Quot.sound]
'LatticeDFTSizeConsistency.liebFunctional_lattice' depends on axioms: [propext, Classical.choice, Quot.sound]
```
